# Nonzero Krein signature for a real symplectic matrix: a unit-modulus eigenvalue and no Jordan chain from the eigenvector

Near a mechanical equilibrium, one time step of a symplectic integrator acts on small displacements as a real matrix $S$, and $n$ steps act as $S^n$. A trajectory can then grow in two ways. An eigenvalue with $|z|>1$ gives exponential growth. An eigenvalue with $|z|=1$ gives polynomial growth, at least linear, if it carries a Jordan chain, which may happen at a resonant time step where two eigenvalues coincide. Given an eigenvector of $S$, can one tell from the vector alone that it takes part in neither?

## The signature argument

Write a phase-space vector as $x=(q,p)$, and let $J$ send $(q,p)$ to $(p,-q)$. The matrix $S$ is symplectic when $S^TJS=J$. For complex vectors $x=(q,p)$ and $y=(q',p')$ define the Krein form

$$k(x,y)=x^HJy=q^Hp'-p^Hq'.$$

Since $J$ is real and antisymmetric, $k(v,v)$ is purely imaginary. The sign of its imaginary part is the Krein signature of $v$, up to convention; below it matters only whether $k(v,v)$ vanishes.

**Invariance.** For real $S$ the adjoint $S^H$ is $S^T$, so

$$k(Sx,Sy)=x^HS^TJSy=k(x,y).$$

**Modulus of the eigenvalue.** If $Sx=zx$ and $Sy=\mu y$, invariance gives $\bar z\mu\,k(x,y)=k(x,y)$, that is,

$$(\bar z\mu-1)\,k(x,y)=0.$$

Take $x=y=v$ and $\mu=z$. If $k(v,v)\neq0$, then $\bar zz=1$, and hence $|z|=1$.

**Jordan chain.** Suppose in addition that $Sw=zw+v$ for some $w$. Invariance for the pair $(v,w)$ gives

$$k(v,w)=\bar z\,[\,z\,k(v,w)+k(v,v)\,]=k(v,w)+\bar z\,k(v,v).$$

Therefore $\bar z\,k(v,v)=0$. Both factors are nonzero, so no such $w$ exists.

**The growth that is excluded.** Along a chain,

$$S^{n+1}w=z^{n+1}w+(n+1)z^nv.$$

For $n=0$ this is the chain equation. Applying $S$ once more gives $z^{n+1}(zw+v)+(n+1)z^{n+1}v=z^{n+2}w+(n+2)z^{n+1}v$, which is the next case. When $|z|=1$ and $v\neq0$, the last term grows linearly with the number of steps.

For a symplectic integrator linearised at an equilibrium and run at a fixed time step, a mode with nonzero signature thus neither grows exponentially nor feeds such a secular term. The matrix $S$ is fixed throughout. How its eigenvalues move as the time step varies, one case of what Krein's stability theory treats, is a separate question.

## Phase space and the Krein form in Lean

The finite type `l` labels the degrees of freedom. Phase-space indices live in `l ⊕ l`, with positions on the left and momenta on the right.

```lean
import Mathlib

open Matrix
open scoped ComplexOrder

namespace KreinSignature

noncomputable section

variable {l : Type*} [Fintype l] [DecidableEq l]
```

The matrix `blk a b c d` applies one $2\times2$ map to every degree of freedom. It serves to define $J$ and to build the two examples at the end; the general theorems accept any real symplectic matrix, with arbitrary coupling between coordinates.

```lean
/-- The phase-space matrix that applies the same map `(q, p) ↦ (a q + b p, c q + d p)`
to every degree of freedom. -/
def blk (a b c d : ℝ) : Matrix (l ⊕ l) (l ⊕ l) ℝ :=
  fromBlocks (a • 1) (b • 1) (c • 1) (d • 1)
```

The choice `blk 0 1 (-1) 0` fixes the sign convention for $J$.

```lean
/-- The canonical symplectic matrix `J`, sending `(q, p)` to `(p, -q)`. -/
def canonicalJ : Matrix (l ⊕ l) (l ⊕ l) ℝ := blk 0 1 (-1) 0
```

Symplecticity is a hypothesis on the matrix. No particular integrator is derived from a force field here.

```lean
/-- A real one-step matrix is symplectic when `Sᵀ J S = J`. -/
def IsSymplectic (S : Matrix (l ⊕ l) (l ⊕ l) ℝ) : Prop :=
  Sᵀ * canonicalJ * S = canonicalJ
```

Eigenvectors may be complex even though $S$ is real, so `cplx` includes the real entries in the complex numbers.

```lean
/-- A real phase-space matrix regarded as a complex one. -/
def cplx (A : Matrix (l ⊕ l) (l ⊕ l) ℝ) : Matrix (l ⊕ l) (l ⊕ l) ℂ :=
  A.map Complex.ofRealHom
```

In `krein`, `star x` conjugates the entries and `⬝ᵥ` is the dot product without conjugation. Together they give $x^HJy$.

```lean
/-- The Krein form `xᴴ J y` of two complex phase-space vectors. -/
def krein (x y : l ⊕ l → ℂ) : ℂ := star x ⬝ᵥ (cplx canonicalJ *ᵥ y)
```

The next lemma computes the action of a block matrix on `Sum.elim x y`, the vector with positions `x` and momenta `y`. Its auxiliary statement `key` says that a real multiple of the identity becomes the same complex multiple.

```lean
/-- Action of a matrix `blk a b c d` on complex positions and momenta. -/
theorem cplx_blk_mulVec (a b c d : ℝ) (x y : l → ℂ) :
    cplx (blk a b c d) *ᵥ Sum.elim x y =
      Sum.elim ((a : ℂ) • x + (b : ℂ) • y) ((c : ℂ) • x + (d : ℂ) • y) := by
  have key : ∀ r : ℝ, (r • (1 : Matrix l l ℝ)).map Complex.ofRealHom
      = (r : ℂ) • (1 : Matrix l l ℂ) := by
    intro r
    ext i j
    by_cases h : i = j <;> simp [h]
  rw [cplx, blk, fromBlocks_map, fromBlocks_mulVec, key, key, key, key]
  simp only [Sum.elim_comp_inl, Sum.elim_comp_inr, Matrix.smul_mulVec, Matrix.one_mulVec]
```

Applied to $J$, this yields the coordinate formula $q^Hp'-p^Hq'$.

```lean
/-- In positions and momenta the Krein form is `qᴴ p' - pᴴ q'`. -/
theorem krein_elim (q p q' p' : l → ℂ) :
    krein (Sum.elim q p) (Sum.elim q' p') = star q ⬝ᵥ p' - star p ⬝ᵥ q' := by
  rw [krein, canonicalJ, cplx_blk_mulVec]
  simp [dotProduct, Fintype.sum_sum_type, sub_eq_add_neg]
```

Block matrices of this kind multiply like $2\times2$ matrices, which is the content of `hmul`. The entries of $S^TJS$ are then $0$ and $\pm(ad-bc)$, so $ad-bc=1$ suffices for symplecticity.

```lean
/-- Applying one and the same map of unit determinant to every degree of freedom
is symplectic. -/
theorem blk_symplectic {a b c d : ℝ} (h : a * d - b * c = 1) :
    IsSymplectic (blk a b c d : Matrix (l ⊕ l) (l ⊕ l) ℝ) := by
  have hmul : ∀ a b c d a' b' c' d' : ℝ,
      (blk a b c d : Matrix (l ⊕ l) (l ⊕ l) ℝ) * blk a' b' c' d' =
        blk (a * a' + b * c') (a * b' + b * d') (c * a' + d * c') (c * b' + d * d') := by
    intros
    simp only [blk, fromBlocks_multiply, smul_mul_smul_comm, mul_one, ← add_smul]
  have ht : (blk a b c d : Matrix (l ⊕ l) (l ⊕ l) ℝ)ᵀ = blk a c b d := by
    simp [blk, fromBlocks_transpose]
  unfold IsSymplectic canonicalJ
  rw [ht, hmul, hmul]
  congr 1 <;> first
    | ring1
    | linear_combination h
    | linear_combination (-1 : ℝ) * h
```

## Invariance and orthogonality

The proof of invariance follows the derivation above: `ht` identifies the adjoint of a real matrix with its transpose, `hc` is the symplectic condition over the complex numbers, and the final rewriting moves $S$ from the left vector into the matrix product.

```lean
/-- A symplectic step preserves the Krein form. -/
theorem krein_invariant {S : Matrix (l ⊕ l) (l ⊕ l) ℝ} (hS : IsSymplectic S)
    (x y : l ⊕ l → ℂ) : krein (cplx S *ᵥ x) (cplx S *ᵥ y) = krein x y := by
  have hmul : ∀ A B : Matrix (l ⊕ l) (l ⊕ l) ℝ, cplx (A * B) = cplx A * cplx B :=
    fun A B => Matrix.map_mul
  -- for a real matrix the adjoint is the transpose
  have ht : (cplx S)ᴴ = cplx Sᵀ := by
    ext i j
    simp [cplx]
  have hc : (cplx S)ᴴ * cplx canonicalJ * cplx S = cplx canonicalJ := by
    rw [ht, ← hmul, ← hmul, hS]
  unfold krein
  rw [Matrix.star_mulVec, ← Matrix.dotProduct_mulVec, Matrix.mulVec_mulVec,
    Matrix.mulVec_mulVec, hc]
```

For two eigenvectors, expanding the invariance identity gives $\bar z\mu\,k(x,y)=k(x,y)$. The proof factors it as `h0` and cancels $\bar z\mu-1$, which is nonzero by hypothesis.

```lean
/-- Eigenvectors of a symplectic step for `z` and `μ` are orthogonal in the Krein form
unless `z̄ μ = 1`. -/
theorem krein_orthogonal {S : Matrix (l ⊕ l) (l ⊕ l) ℝ} (hS : IsSymplectic S)
    {z μ : ℂ} {x y : l ⊕ l → ℂ} (hx : cplx S *ᵥ x = z • x) (hy : cplx S *ᵥ y = μ • y)
    (hzμ : star z * μ ≠ 1) : krein x y = 0 := by
  have h : star z * (μ * krein x y) = krein x y := by
    have h := krein_invariant hS x y
    rw [hx, hy] at h
    simp only [krein, star_smul, smul_dotProduct, Matrix.mulVec_smul, dotProduct_smul,
      smul_eq_mul] at h
    unfold krein
    linear_combination h
  have h0 : (star z * μ - 1) * krein x y = 0 := by linear_combination h
  exact (mul_eq_zero.mp h0).resolve_left (sub_ne_zero.mpr hzμ)
```

## Unit modulus and the missing chain

The main theorem assumes that `S` is symplectic, that $Sv=zv$, and that `krein v v ≠ 0`. The last condition already forces $v\neq0$. The conclusion joins `‖z‖ = 1` with the statement that no complex `w` satisfies $Sw=zw+v$.

The step `hz` obtains $\bar zz=1$ by contradiction from orthogonality. Taking norms gives $\|z\|^2=1$, and nonnegativity of the norm selects $\|z\|=1$. In the second part, `h` is invariance for the pair $(v,w)$, and `h0` is what remains after cancelling $k(v,w)$, namely $\bar z\,k(v,v)=0$.

```lean
/-- If an eigenvector `v` of a real symplectic step has `vᴴ J v ≠ 0`, its eigenvalue lies on
the unit circle and no Jordan chain starts from `v`. -/
theorem krein_excludes_jordan_chain {S : Matrix (l ⊕ l) (l ⊕ l) ℝ} (hS : IsSymplectic S)
    {z : ℂ} {v : l ⊕ l → ℂ} (hv : cplx S *ᵥ v = z • v) (hk : krein v v ≠ 0) :
    ‖z‖ = 1 ∧ ¬ ∃ w, cplx S *ᵥ w = z • w + v := by
  have hz : star z * z = 1 := by
    by_contra hne
    exact hk (krein_orthogonal hS hv hv hne)
  refine ⟨?_, ?_⟩
  · have hn := congrArg norm hz
    rw [norm_mul, norm_star, norm_one] at hn
    nlinarith [norm_nonneg z]
  · rintro ⟨w, hw⟩
    -- invariance for the pair (v, w) leaves only the signature of v
    have h : star z * (z * krein v w + krein v v) = krein v w := by
      have h := krein_invariant hS v w
      rw [hv, hw] at h
      simp only [krein, star_smul, smul_dotProduct, Matrix.mulVec_add, Matrix.mulVec_smul,
        dotProduct_add, dotProduct_smul, smul_eq_mul] at h
      unfold krein
      linear_combination h
    have h0 : star z * krein v v = 0 := by linear_combination h - krein v w * hz
    rcases mul_eq_zero.mp h0 with h1 | h1
    · rw [h1, zero_mul] at hz
      exact zero_ne_one hz
    · exact hk h1
```

The conclusion concerns chains that start from this particular `v`. If $z$ is degenerate, another eigenvector for the same $z$ may have zero signature and start a chain. The following theorem therefore assumes nonzero signature for every nonzero eigenvector belonging to $z$. Its hypothesis `hw` says that $u=Sw-zw$ is annihilated by $S-z$, so that $w$ is a generalised eigenvector of order at most two. If $u$ were nonzero, it would be an eigenvector with nonzero signature, and $Sw=zw+u$ would be a forbidden chain. Hence $u=0$.

```lean
/-- If every eigenvector for `z` has nonzero Krein signature, then any `w` for which
`S w - z w` is annihilated by `S - z` already satisfies `S w = z w`. -/
theorem semisimple_of_signature {S : Matrix (l ⊕ l) (l ⊕ l) ℝ} (hS : IsSymplectic S) {z : ℂ}
    (hdef : ∀ u, u ≠ 0 → cplx S *ᵥ u = z • u → krein u u ≠ 0) {w : l ⊕ l → ℂ}
    (hw : cplx S *ᵥ (cplx S *ᵥ w - z • w) = z • (cplx S *ᵥ w - z • w)) :
    cplx S *ᵥ w = z • w := by
  by_contra hne
  have hk := hdef _ (sub_ne_zero.mpr hne) hw
  exact (krein_excludes_jordan_chain hS hw hk).2 ⟨w, by abel⟩
```

The growth formula needs no symplectic structure and is stated for any complex matrix `M` acting on phase-space vectors. The induction is the one given earlier, with `module` collecting the coefficients of $w$ and $v$.

```lean
/-- Along a Jordan chain, `n + 1` steps produce the secular term `(n + 1) zⁿ v`. -/
theorem jordan_chain_growth {M : Matrix (l ⊕ l) (l ⊕ l) ℂ} {z : ℂ} {v w : l ⊕ l → ℂ}
    (hv : M *ᵥ v = z • v) (hw : M *ᵥ w = z • w + v) (n : ℕ) :
    M ^ (n + 1) *ᵥ w = z ^ (n + 1) • w + (((n : ℂ) + 1) * z ^ n) • v := by
  induction n with
  | zero => simp [hw]
  | succ n ih =>
    rw [pow_succ' M (n + 1), ← Matrix.mulVec_mulVec, ih, Matrix.mulVec_add,
      Matrix.mulVec_smul, Matrix.mulVec_smul, hv, hw]
    push_cast
    module
```

## Harmonic rotation and free drift

In suitably scaled coordinates, the exact flow of identical harmonic oscillators of angular frequency $\omega$ over a time step $\Delta t$ is the rotation by $\theta=\omega\Delta t$,

$$(q,p)\mapsto(\cos\theta\,q+\sin\theta\,p,\;-\sin\theta\,q+\cos\theta\,p).$$

For a complex vector $b\neq0$ with one entry per degree of freedom, the vector $v=(b,ib)$ is an eigenvector: its position part becomes $(\cos\theta+i\sin\theta)\,b=e^{i\theta}b$, and its momentum part becomes $(-\sin\theta+i\cos\theta)\,b=e^{i\theta}\,ib$. Its Krein form is

$$k(v,v)=b^H(ib)-(ib)^Hb=2i\,b^Hb\neq0.$$

For $b^Hb=\tfrac12$ the vector $v$ has unit norm and $k(v,v)=i$. The rotation thus meets all the hypotheses of the main theorem. In Lean, the eigenvector equation is checked separately for positions and momenta, using $i^2=-1$ in the second case, and `he` computes the form.

```lean
/-- The harmonic rotation by `θ` is symplectic, and for `b ≠ 0` the vector `(b, i b)` is an
eigenvector for `exp (i θ)` with nonzero Krein signature. -/
theorem rotation_witness (θ : ℝ) {b : l → ℂ} (hb : b ≠ 0) :
    IsSymplectic (blk (Real.cos θ) (Real.sin θ) (-Real.sin θ) (Real.cos θ) :
      Matrix (l ⊕ l) (l ⊕ l) ℝ) ∧
    cplx (blk (Real.cos θ) (Real.sin θ) (-Real.sin θ) (Real.cos θ)) *ᵥ
      Sum.elim b (Complex.I • b) = Complex.exp (θ * Complex.I) • Sum.elim b (Complex.I • b) ∧
    krein (Sum.elim b (Complex.I • b)) (Sum.elim b (Complex.I • b)) ≠ 0 := by
  refine ⟨blk_symplectic (by nlinarith [Real.sin_sq_add_cos_sq θ]), ?_, ?_⟩
  · rw [cplx_blk_mulVec, Complex.exp_mul_I]
    ext i
    rcases i with i | i <;>
      simp only [Sum.elim_inl, Sum.elim_inr, Pi.smul_apply, Pi.add_apply, smul_eq_mul,
        Complex.ofReal_neg, Complex.ofReal_cos, Complex.ofReal_sin]
    · ring
    · linear_combination (-(Complex.sin θ) * b i) * Complex.I_sq
  · have hs : star b ⬝ᵥ b ≠ 0 := by
      intro h
      exact hb (dotProduct_star_self_eq_zero.mp h)
    have he : krein (Sum.elim b (Complex.I • b)) (Sum.elim b (Complex.I • b))
        = 2 * Complex.I * (star b ⬝ᵥ b) := by
      rw [krein_elim]
      simp only [star_smul, smul_dotProduct, dotProduct_smul, smul_eq_mul,
        Complex.star_def, Complex.conj_I]
      ring
    rw [he]
    exact mul_ne_zero (mul_ne_zero two_ne_zero Complex.I_ne_zero) hs
```

The free drift $q\mapsto q+hp$, with $h\neq0$ the time step divided by the mass, behaves differently. Put $v=(hb,0)$ and $w=(0,b)$ with $b\neq0$. Then $Sv=v$ and

$$Sw=(hb,b)=w+v,$$

so there is a Jordan chain at $z=1$. The secular growth is the uniform motion of a free particle. Since $v$ has no momentum part, $k(v,v)=0$. Symplecticity together with $|z|=1$ is therefore not enough to exclude a chain; the signature hypothesis does the work. The Lean statement lists symplecticity, $v\neq0$, the eigenvector equation, the chain equation and $k(v,v)=0$. Symplecticity follows from the unit determinant, $v\neq0$ from $h\neq0$ and $b\neq0$, the two equations from the block action, and the last fact from the coordinate formula.

```lean
/-- For `h ≠ 0` and `b ≠ 0`, the free drift `q ↦ q + h p` is symplectic and has a Jordan chain from
`(h b, 0)` to `(0, b)` at `z = 1`, whose nonzero eigenvector `(h b, 0)` has zero Krein signature. -/
theorem drift_jordan_chain {h : ℝ} (hh : h ≠ 0) {b : l → ℂ} (hb : b ≠ 0) :
    IsSymplectic (blk 1 h 0 1 : Matrix (l ⊕ l) (l ⊕ l) ℝ) ∧
    Sum.elim ((h : ℂ) • b) (0 : l → ℂ) ≠ 0 ∧
    cplx (blk 1 h 0 1) *ᵥ Sum.elim ((h : ℂ) • b) (0 : l → ℂ) =
      (1 : ℂ) • Sum.elim ((h : ℂ) • b) (0 : l → ℂ) ∧
    cplx (blk 1 h 0 1) *ᵥ Sum.elim (0 : l → ℂ) b =
      (1 : ℂ) • Sum.elim (0 : l → ℂ) b + Sum.elim ((h : ℂ) • b) (0 : l → ℂ) ∧
    krein (Sum.elim ((h : ℂ) • b) 0) (Sum.elim ((h : ℂ) • b) 0) = 0 := by
  refine ⟨blk_symplectic (by ring), ?_, ?_, ?_, ?_⟩
  · intro h0
    have h1 : (h : ℂ) • b = 0 := by
      ext i
      exact congrFun h0 (Sum.inl i)
    exact (smul_ne_zero (Complex.ofReal_ne_zero.mpr hh) hb) h1
  · rw [cplx_blk_mulVec]
    ext i
    rcases i with i | i <;> simp
  · rw [cplx_blk_mulVec]
    ext i
    rcases i with i | i <;> simp
  · rw [krein_elim]
    simp

end

end KreinSignature
```

```lean
#print axioms KreinSignature.krein_excludes_jordan_chain
#print axioms KreinSignature.semisimple_of_signature
#print axioms KreinSignature.jordan_chain_growth
#print axioms KreinSignature.drift_jordan_chain
```

```
'KreinSignature.krein_excludes_jordan_chain' depends on axioms: [propext, Classical.choice, Quot.sound]
'KreinSignature.semisimple_of_signature' depends on axioms: [propext, Classical.choice, Quot.sound]
'KreinSignature.jordan_chain_growth' depends on axioms: [propext, Classical.choice, Quot.sound]
'KreinSignature.drift_jordan_chain' depends on axioms: [propext, Classical.choice, Quot.sound]
```
